# An effect jointly measurable with a sharp effect commutes with it

Let positive semidefinite matrices G11, G12, G21, G22 sum to the identity. If P = G11 + G12 is a projector, then P commutes with G11 + G21. More generally, if a finite POVM G(i,k) has marginals E(i) and F(k), and one effect E(i) is sharp, then

G(i,k) = E(i)F(k) = F(k)E(i) for every k.

For a finite-dimensional system such as a qubit, a finite-outcome POVM measured jointly with a sharp observable must therefore have effects that commute with its projectors, even when those effects are unsharp. The condition concerns the effects of the readout itself, noise included: the effects (1 ± ησx)/2 of a noisy σx readout commute with the σz projectors only at η = 0, where the outcome is a fair coin.

## POVMs and joint observables

Effects are complex matrices indexed by a finite type `n`; outcomes are labelled by finite types `ι` and `κ`. A ≤ B means that B − A is positive semidefinite, written `(B - A).PosSemidef`, and † is Lean's `ᴴ`. Sharp means idempotent: positivity already makes an effect Hermitian, so a sharp effect is an orthogonal projector.

```lean
import Mathlib

open Matrix
open scoped ComplexOrder

namespace SharpJointMeasurability

noncomputable section

variable {n ι κ : Type*} [Fintype n] [DecidableEq n] [Fintype ι] [Fintype κ]
```

`IsPOVM` describes outcome statistics only and says nothing about the state after the measurement.

```lean
/-- A finite POVM: positive semidefinite effects that sum to the identity. -/
structure IsPOVM (E : ι → Matrix n n ℂ) : Prop where
  pos : ∀ i, (E i).PosSemidef
  sum_eq : ∑ i, E i = 1
```

A joint observable returns a pair of outcomes. Ignoring either one leaves the statistics of the other observable.

```lean
/-- `G` is a joint observable of `E` and `F`: a POVM on pairs of outcomes whose
marginals are `E` and `F`. -/
structure IsJoint (G : ι × κ → Matrix n n ℂ) (E : ι → Matrix n n ℂ)
    (F : κ → Matrix n n ℂ) : Prop where
  povm : IsPOVM G
  fst : ∀ i, ∑ k, G (i, k) = E i
  snd : ∀ k, ∑ i, G (i, k) = F k

/-- Two observables are jointly measurable if they have a joint observable. -/
def JointlyMeasurable (E : ι → Matrix n n ℂ) (F : κ → Matrix n n ℂ) : Prop :=
  ∃ G : ι × κ → Matrix n n ℂ, IsJoint G E F
```

## (a) An effect below a projector

**Show that 0 ≤ A ≤ P and P² = P imply AP = PA = A.**

P = A + (P − A) is Hermitian. For any x put y = (1 − P)x, so that Py = 0. Then

0 ≤ ⟨y, Ay⟩ ≤ ⟨y, Py⟩ = 0.

Writing A = B†B gives ‖By‖² = 0, hence Ay = 0. Since x was arbitrary, A(1 − P) = 0, which is AP = A. The adjoint is PA = A.

In the proof, `hv` is the statement for vectors, and `hz` turns it into a matrix equation by applying it to basis vectors.

```lean
/-- A positive operator `A` below a projector `P` is unchanged by multiplication
with `P` from either side. -/
theorem effect_below_projector {A P : Matrix n n ℂ} (hA : A.PosSemidef)
    (hPA : (P - A).PosSemidef) (hP : P * P = P) : A * P = A ∧ P * A = A := by
  have hPH : Pᴴ = P := by
    have h := (hA.add hPA).isHermitian
    rw [add_sub_cancel] at h
    exact h.eq
  -- `A` has zero expectation, hence vanishes, on every vector `(1 - P) x`
  have hv : ∀ x : n → ℂ, (A * (1 - P)) *ᵥ x = 0 := by
    intro x
    rw [← Matrix.mulVec_mulVec]
    have hPy : P *ᵥ ((1 - P) *ᵥ x) = 0 := by
      rw [Matrix.mulVec_mulVec, mul_sub, mul_one, hP, sub_self, Matrix.zero_mulVec]
    generalize (1 - P) *ᵥ x = y at hPy ⊢
    have h1 := hA.dotProduct_mulVec_nonneg y
    have h2 := hPA.dotProduct_mulVec_nonneg y
    rw [Matrix.sub_mulVec, hPy, zero_sub, dotProduct_neg] at h2
    exact (hA.dotProduct_mulVec_zero_iff y).1 (le_antisymm (neg_nonneg.1 h2) h1)
  have hz : A * (1 - P) = 0 := by
    generalize A * (1 - P) = M at hv ⊢
    ext i j
    simpa using congrFun (hv (Pi.single j 1)) i
  have h : A * P = A := by
    rw [mul_sub, mul_one, sub_eq_zero] at hz
    exact hz.symm
  refine ⟨h, ?_⟩
  have h' := congrArg Matrix.conjTranspose h
  rwa [Matrix.conjTranspose_mul, hPH, hA.isHermitian.eq] at h'
```

## (b) An effect below the complement

**Show that 0 ≤ A ≤ 1 − P and P² = P imply AP = PA = 0.**

Q = 1 − P is idempotent, since Q² = 1 − 2P + P² = Q. By (a), A(1 − P) = A and (1 − P)A = A, so both products with P vanish.

```lean
/-- A positive operator below the complement `1 - P` of a projector is annihilated
by `P` from either side. -/
theorem effect_below_complement {A P : Matrix n n ℂ} (hA : A.PosSemidef)
    (hPA : (1 - P - A).PosSemidef) (hP : P * P = P) : A * P = 0 ∧ P * A = 0 := by
  have hQ : (1 - P) * (1 - P) = 1 - P := by
    rw [mul_sub, mul_one, sub_mul, one_mul, hP, sub_self, sub_zero]
  obtain ⟨h1, h2⟩ := effect_below_projector hA hPA hQ
  rw [mul_sub, mul_one, sub_eq_self] at h1
  rw [sub_mul, one_mul, sub_eq_self] at h2
  exact ⟨h1, h2⟩
```

## (c) One term of a positive sum

**Show that each term of a finite sum of positive matrices lies below the sum.**

The sum minus E(a) is the sum of the remaining terms, which is positive.

```lean
omit [Fintype n] [DecidableEq n] in
/-- In a finite sum of positive operators, each term lies below the sum. -/
theorem term_below_sum {α : Type*} [DecidableEq α] (s : Finset α)
    (E : α → Matrix n n ℂ) (hE : ∀ a, (E a).PosSemidef) {a : α} (ha : a ∈ s) :
    (∑ x ∈ s, E x - E a).PosSemidef := by
  rw [← Finset.add_sum_erase s E ha, add_sub_cancel_left]
  exact Matrix.posSemidef_sum _ (fun x _ => hE x)
```

## (d) The product formula

**Let G have marginals E and F, and let E(i) be sharp. Show that G(i,k) = E(i)F(k) = F(k)E(i).**

By (c), G(i,k) ≤ E(i), so (a) gives E(i)G(i,k) = G(i,k) = G(i,k)E(i). The E(j) sum to 1, so for j ≠ i

G(j,k) ≤ E(j) ≤ Σ_{l≠i} E(l) = 1 − E(i),

and (b) gives E(i)G(j,k) = G(j,k)E(i) = 0. Hence

E(i)F(k) = Σ_j E(i)G(j,k) = G(i,k),

and likewise in the other order. These two cases are `hin` and `hout`; `Finset.sum_eq_single` keeps the one surviving term. The other effects of E may be unsharp.

In dimension one, effects are probabilities and a sharp one is 0 or 1. The formula then says that an impossible or certain outcome is independent of any other.

```lean
/-- If the effect `E i` is sharp, every joint observable of `E` and `F` satisfies
`G (i, k) = E i * F k = F k * E i`. -/
theorem joint_eq_product {G : ι × κ → Matrix n n ℂ} {E : ι → Matrix n n ℂ}
    {F : κ → Matrix n n ℂ} (h : IsJoint G E F) {i : ι} (hi : E i * E i = E i) (k : κ) :
    G (i, k) = E i * F k ∧ G (i, k) = F k * E i := by
  classical
  have hle : ∀ j, (E j - G (j, k)).PosSemidef := by
    intro j
    rw [← h.fst j]
    exact term_below_sum Finset.univ (fun k => G (j, k)) (fun k => h.povm.pos (j, k))
      (Finset.mem_univ k)
  have hE : ∀ j, (E j).PosSemidef := by
    intro j
    rw [← h.fst j]
    exact Matrix.posSemidef_sum _ (fun k _ => h.povm.pos (j, k))
  have hsum : ∑ j, E j = 1 := by
    rw [← h.povm.sum_eq, Fintype.sum_prod_type]
    exact Finset.sum_congr rfl (fun j _ => (h.fst j).symm)
  have hin := effect_below_projector (h.povm.pos (i, k)) (hle i) hi
  -- the elements with another first outcome lie below `1 - E i`, so `E i` annihilates them
  have hout : ∀ j, j ≠ i → G (j, k) * E i = 0 ∧ E i * G (j, k) = 0 := by
    intro j hj
    refine effect_below_complement (h.povm.pos (j, k)) ?_ hi
    have h1 := term_below_sum (Finset.univ.erase i) E hE
      (Finset.mem_erase.2 ⟨hj, Finset.mem_univ j⟩)
    have h2 : ∑ x ∈ Finset.univ.erase i, E x = 1 - E i :=
      eq_sub_of_add_eq (by rw [Finset.sum_erase_add _ _ (Finset.mem_univ i), hsum])
    rw [h2] at h1
    have h3 := h1.add (hle j)
    rwa [sub_add_sub_cancel] at h3
  constructor
  · rw [← h.snd k, Finset.mul_sum,
      Finset.sum_eq_single i (fun j _ hj => (hout j hj).2) (by simp), hin.2]
  · rw [← h.snd k, Finset.sum_mul,
      Finset.sum_eq_single i (fun j _ hj => (hout j hj).1) (by simp), hin.1]
```

## (e) Joint measurability and commutation

**Let every effect of the POVM E be sharp, and let F be any POVM. Show that they are jointly measurable exactly when every E(i) commutes with every F(k).**

One direction is (d). Conversely, put G(i,k) = E(i)F(k). Commutation and E(i)² = E(i) give

G(i,k) = E(i)F(k)E(i),

which is positive because ⟨x, E(i)F(k)E(i)x⟩ = ⟨E(i)x, F(k)E(i)x⟩ ≥ 0. Summing over k gives E(i), summing over i gives F(k), and summing over both gives 1.

```lean
/-- A sharp observable `E` and a POVM `F` are jointly measurable exactly when every effect of `E`
commutes with every effect of `F`. -/
theorem jointlyMeasurable_iff_commute {E : ι → Matrix n n ℂ} {F : κ → Matrix n n ℂ}
    (hE : IsPOVM E) (hF : IsPOVM F) (hs : ∀ i, E i * E i = E i) :
    JointlyMeasurable E F ↔ ∀ i k, Commute (E i) (F k) := by
  constructor
  · rintro ⟨G, hG⟩ i k
    have h := joint_eq_product hG (hs i) k
    exact h.1.symm.trans h.2
  · intro hc
    refine ⟨fun p => E p.1 * F p.2, ⟨?_, ?_⟩, ?_, ?_⟩
    · rintro ⟨i, k⟩
      -- the product equals the sandwiched effect `E F E`, which is positive
      have e : E i * F k = (E i)ᴴ * F k * E i := by
        rw [(hE.pos i).isHermitian.eq, (hc i k).eq, mul_assoc, hs]
      change (E i * F k).PosSemidef
      rw [e]
      exact (hF.pos k).conjTranspose_mul_mul_same (E i)
    · rw [Fintype.sum_prod_type]
      simp only [← Finset.mul_sum, hF.sum_eq, mul_one, hE.sum_eq]
    · intro i
      simp only [← Finset.mul_sum, hF.sum_eq, mul_one]
    · intro k
      simp only [← Finset.sum_mul, hE.sum_eq, one_mul]
```

## (f) Four matrices

**Prove the opening statement about G11, G12, G21, G22.**

P − G11 = G12 ≥ 0 and 1 − P − G21 = G22 ≥ 0. By (a) and (b),

P(G11 + G21) = G11 = (G11 + G21)P.

```lean
/-- Two-outcome case: if four positive operators sum to the identity and the marginal
`G11 + G12` is a projector, it commutes with the other marginal `G11 + G21`. -/
theorem sharp_marginal_commutes {G11 G12 G21 G22 : Matrix n n ℂ}
    (h11 : G11.PosSemidef) (h12 : G12.PosSemidef) (h21 : G21.PosSemidef)
    (h22 : G22.PosSemidef) (hsum : G11 + G12 + G21 + G22 = 1)
    (hP : (G11 + G12) * (G11 + G12) = G11 + G12) :
    Commute (G11 + G12) (G11 + G21) := by
  have a := effect_below_projector h11 (by rw [add_sub_cancel_left]; exact h12) hP
  have e : 1 - (G11 + G12) - G21 = G22 := by rw [← hsum]; abel
  have b := effect_below_complement h21 (by rw [e]; exact h22) hP
  rw [commute_iff_eq, mul_add (G11 + G12) G11 G21, add_mul G11 G21 (G11 + G12),
    a.1, a.2, b.1, b.2]
```

## (g) A sharp and an unsharp qubit observable

**Check that the σz projectors and the diagonal POVM `unsharpZ` satisfy the conditions of (e).**

```lean
/-- The projectors of a sharp measurement of the Pauli matrix `σz`. -/
def zProj : Fin 2 → Matrix (Fin 2) (Fin 2) ℂ := ![!![1, 0; 0, 0], !![0, 0; 0, 1]]

/-- The projectors of a sharp measurement of the Pauli matrix `σx`. -/
def xProj : Fin 2 → Matrix (Fin 2) (Fin 2) ℂ :=
  ![!![1/2, 1/2; 1/2, 1/2], !![1/2, -1/2; -1/2, 1/2]]

/-- An unsharp two-outcome observable, diagonal in the `σz` basis. -/
def unsharpZ : Fin 2 → Matrix (Fin 2) (Fin 2) ℂ :=
  ![!![9/25, 0; 0, 16/25], !![16/25, 0; 0, 9/25]]

/-- A fair coin selects a measurement of `σx` or `σz`; the outcome of the one not
measured is drawn at random. -/
def coinJoint (p : Fin 2 × Fin 2) : Matrix (Fin 2) (Fin 2) ℂ :=
  (1/4 : ℂ) • xProj p.1 + (1/4 : ℂ) • zProj p.2
```

The projectors are idempotent, positive and sum to 1. The diagonal entries of `unsharpZ` are positive and 9/25 + 16/25 = 1. Diagonal matrices commute. Lean obtains positivity by writing each effect as K†K, for instance with K = diag(3/5, 4/5).

```lean
/-- `zProj` is a sharp observable, `unsharpZ` is a POVM, and every effect of the first commutes with
every effect of the second. -/
theorem jointlyMeasurable_iff_commute_witness :
    IsPOVM zProj ∧ (∀ i, zProj i * zProj i = zProj i) ∧ IsPOVM unsharpZ ∧
      ∀ i k, Commute (zProj i) (unsharpZ k) := by
  refine ⟨⟨fun i => ?_, ?_⟩, fun i => ?_, ⟨fun k => ?_, ?_⟩, fun i k => ?_⟩
  · have e : zProj i = (zProj i)ᴴ * zProj i := by
      ext a b
      fin_cases i <;> fin_cases a <;> fin_cases b <;> simp [zProj, Matrix.mul_apply]
    rw [e]
    exact Matrix.posSemidef_conjTranspose_mul_self _
  · ext a b
    fin_cases a <;> fin_cases b <;> simp [zProj]
  · ext a b
    fin_cases i <;> fin_cases a <;> fin_cases b <;> simp [zProj, Matrix.mul_apply]
  · let K : Fin 2 → Matrix (Fin 2) (Fin 2) ℂ :=
      ![!![3/5, 0; 0, 4/5], !![4/5, 0; 0, 3/5]]
    have c3 : (starRingEnd ℂ) 3 = 3 := Complex.ext (by simp) (by simp)
    have c4 : (starRingEnd ℂ) 4 = 4 := Complex.ext (by simp) (by simp)
    have c5 : (starRingEnd ℂ) 5 = 5 := Complex.ext (by simp) (by simp)
    have e : unsharpZ k = (K k)ᴴ * K k := by
      ext a b
      fin_cases k <;> fin_cases a <;> fin_cases b <;>
        simp [K, unsharpZ, Matrix.mul_apply] <;> norm_num [c3, c4, c5]
    rw [e]
    exact Matrix.posSemidef_conjTranspose_mul_self _
  · ext a b
    fin_cases a <;> fin_cases b <;> simp [unsharpZ] <;> norm_num
  · rw [commute_iff_eq]
    ext a b
    fin_cases i <;> fin_cases k <;> fin_cases a <;> fin_cases b <;>
      simp [zProj, unsharpZ, Matrix.mul_apply]
```

## (h) Two unsharp marginals

**Show that the marginals of `coinJoint` do not commute, so that sharpness cannot be dropped in (d).**

With X(a) and Z(b) the σx and σz projectors, G(a,b) = ¼X(a) + ¼Z(b) is positive and sums to ½ + ½ = 1. Two of its marginal effects are

Σ_b G(0,b) = ½X(0) + ¼,
Σ_a G(a,0) = ½Z(0) + ¼.

The first has rows (1/2, 1/4) and (1/4, 1/2); the second is diag(3/4, 1/4). The upper right entries of their two products are 1/16 and 3/16, so they do not commute.

```lean
/-- `coinJoint` is a POVM with two marginal effects, one for each outcome of the pair, that do not
commute. -/
theorem unsharp_marginals_need_not_commute :
    IsPOVM coinJoint ∧
      ¬ Commute (∑ b, coinJoint (0, b)) (∑ a, coinJoint (a, 0)) := by
  refine ⟨⟨?_, ?_⟩, fun h => ?_⟩
  · rintro ⟨a, b⟩
    have c2 : (starRingEnd ℂ) 2 = 2 := Complex.ext (by simp) (by simp)
    have ex : (1/4 : ℂ) • xProj a = ((1/2 : ℂ) • xProj a)ᴴ * ((1/2 : ℂ) • xProj a) := by
      ext i j
      fin_cases a <;> fin_cases i <;> fin_cases j <;>
        simp [xProj, Matrix.mul_apply] <;> norm_num [c2]
    have ez : (1/4 : ℂ) • zProj b = ((1/2 : ℂ) • zProj b)ᴴ * ((1/2 : ℂ) • zProj b) := by
      ext i j
      fin_cases b <;> fin_cases i <;> fin_cases j <;>
        simp [zProj, Matrix.mul_apply] <;> norm_num [c2]
    change ((1/4 : ℂ) • xProj a + (1/4 : ℂ) • zProj b).PosSemidef
    rw [ex, ez]
    exact (Matrix.posSemidef_conjTranspose_mul_self _).add
      (Matrix.posSemidef_conjTranspose_mul_self _)
  · rw [Fintype.sum_prod_type]
    ext i j
    fin_cases i <;> fin_cases j <;> simp [coinJoint, xProj, zProj] <;> norm_num
  · -- the upper right entries of the two products are 1/16 and 3/16
    have h01 := congrFun (congrFun h.eq 0) 1
    norm_num [coinJoint, xProj, zProj, Matrix.mul_apply, Fin.sum_univ_succ] at h01

end

end SharpJointMeasurability
```

```lean
#print axioms SharpJointMeasurability.jointlyMeasurable_iff_commute
#print axioms SharpJointMeasurability.sharp_marginal_commutes
#print axioms SharpJointMeasurability.unsharp_marginals_need_not_commute
```

```
'SharpJointMeasurability.jointlyMeasurable_iff_commute' depends on axioms: [propext, Classical.choice, Quot.sound]
'SharpJointMeasurability.sharp_marginal_commutes' depends on axioms: [propext, Classical.choice, Quot.sound]
'SharpJointMeasurability.unsharp_marginals_need_not_commute' depends on axioms: [propext, Classical.choice, Quot.sound]
```
